# First-order response of a nondegenerate ground state: in finite dimension the energy error vanishes at least as fast as the fourth power of the field

A molecule with Hamiltonian $H$ sits in a weak static electric field that adds $sV$. Its zero-field ground state $\varphi$ and the first-order response $\chi$ are known. How far above the true ground energy is the mean energy of $\varphi+s\chi$?

States are vectors in a real inner-product space `E`, and operators are linear maps.

In Lean 4 with Mathlib:

```lean
import Mathlib

open Filter Topology Asymptotics

namespace FirstOrderResponseEnergy

local notation "⟪" x ", " y "⟫" => inner ℝ x y

variable {E : Type*} [NormedAddCommGroup E] [InnerProductSpace ℝ E]
  {H V A : E →ₗ[ℝ] E} {φ χ : E} {E₀ : ℝ}
```

The mean energy `rayleigh` divides by $\|x\|^2$, so trial states need no normalisation.

```lean
/-- The Rayleigh quotient (mean energy) of a nonzero state `x`. -/
noncomputable def rayleigh (A : E →ₗ[ℝ] E) (x : E) : ℝ := ⟪x, A x⟫ / ‖x‖ ^ 2
```

Write $e=\langle\varphi,V\varphi\rangle$ and $w=(V-e)\chi$; the latter is `source V φ χ`.

```lean
/-- The vector `(V - e) χ` with `e = ⟨φ, V φ⟩`. -/
noncomputable def source (V : E →ₗ[ℝ] E) (φ χ : E) : E := V χ - ⟪φ, V φ⟫ • χ
```

`IsResponse` collects the assumptions: $H,V$ symmetric, $\|\varphi\|=1$, $H\varphi=E_0\varphi$, $\langle\varphi,\chi\rangle=0$ and $(H-E_0)\chi=-(V-e)\varphi$. It does not yet make $\varphi$ the ground state.

```lean
/-- `φ` is a unit eigenvector of the symmetric `H` with energy `E₀`, and `χ`, orthogonal to `φ`,
solves the first-order equation `(H - E₀) χ = -(V - e) φ` for the symmetric perturbation `V`, where
`e = ⟨φ, V φ⟩`. -/
structure IsResponse (H V : E →ₗ[ℝ] E) (φ χ : E) (E₀ : ℝ) : Prop where
  symmH : H.IsSymmetric
  symmV : V.IsSymmetric
  unit : ‖φ‖ = 1
  eigen : H φ = E₀ • φ
  orth : ⟪φ, χ⟫ = 0
  response : H χ - E₀ • χ = -(V φ - ⟪φ, V φ⟫ • φ)
```

## (a) Symmetry in the field

Show that $\langle(H+sV)x,y\rangle=\langle x,(H+sV)y\rangle$.

Expand the left side and move $H$ and $V$ across separately.

```lean
/-- Under `IsResponse`, which includes the symmetry of `H` and `V`, the perturbed Hamiltonian
`H + s V` is symmetric. -/
theorem perturbed_symm (h : IsResponse H V φ χ E₀) (s : ℝ) : (H + s • V).IsSymmetric := by
  intro x y
  simp only [LinearMap.add_apply, LinearMap.smul_apply, inner_add_left, inner_add_right,
    real_inner_smul_left, real_inner_smul_right, h.symmH x y, h.symmV x y]
```

## (b) What the trial state leaves over

Show that $(H+sV)(\varphi+s\chi)=(E_0+se)(\varphi+s\chi)+s^2w$.

The left side is $E_0\varphi+s(H\chi+V\varphi)+s^2V\chi$. The response equation gives $H\chi+V\varphi=E_0\chi+e\varphi$; now collect powers of $s$, as `module` does.

```lean
/-- With the first-order response, `φ + s χ` solves the perturbed eigenvalue equation at energy
`E₀ + s e` up to the residual `s² (V - e) χ`, where `e = ⟨φ, V φ⟩`. -/
theorem residual (h : IsResponse H V φ χ E₀) (s : ℝ) :
    (H + s • V) (φ + s • χ) =
      (E₀ + s * ⟪φ, V φ⟫) • (φ + s • χ) + s ^ 2 • source V φ χ := by
  have h1 : H χ = E₀ • χ - (V φ - ⟪φ, V φ⟫ • φ) := by
    linear_combination (norm := module) h.response
  simp only [LinearMap.add_apply, LinearMap.smul_apply, map_add, map_smul, h.eigen, h1, source]
  module
```

## (c) A lower bound from the residual

Let $A$ be symmetric, $\|\varphi\|=1$, $At=Rt+r$, $\langle t,r\rangle=0$ and $\langle\varphi,t\rangle=1$. Suppose $\langle y,(A-R)y\rangle\ge\kappa\|y\|^2$ for all $y\perp\varphi$, with $\kappa>0$. Show that $\langle x,Ax\rangle\ge(R-\|r\|^2/\kappa)\|x\|^2$.

Write $x=at+y$ with $a=\langle\varphi,x\rangle$, so $y\perp\varphi$ and $a^2\le\|x\|^2$. Since $(A-R)t=r\perp t$,
$$\langle x,(A-R)x\rangle=2a\langle r,y\rangle+\langle y,(A-R)y\rangle\ge\frac{\|ar+\kappa y\|^2-a^2\|r\|^2}{\kappa}\ge-\frac{\|r\|^2}{\kappa}\|x\|^2.$$
In the code, `h0` is the completed square.

```lean
/-- For a symmetric operator `A`, let `t` have mean energy `R` and residual `r = A t - R t`
orthogonal to `t`, and let all states orthogonal to the unit vector `φ`, with `⟨φ, t⟩ = 1`, lie at
least `κ > 0` above `R`. Then no state has energy below `R - ‖r‖² / κ`. -/
theorem residual_bound {t r : E} {R κ : ℝ} (hA : A.IsSymmetric) (hφ : ‖φ‖ = 1)
    (hφt : ⟪φ, t⟫ = 1) (hr : A t = R • t + r) (htr : ⟪t, r⟫ = 0) (hκ : 0 < κ)
    (hgap : ∀ y, ⟪φ, y⟫ = 0 → κ * ‖y‖ ^ 2 ≤ ⟪y, A y⟫ - R * ‖y‖ ^ 2) (x : E) :
    (R - ‖r‖ ^ 2 / κ) * ‖x‖ ^ 2 ≤ ⟪x, A x⟫ := by
  -- split `x` into a multiple of `t` and a part orthogonal to `φ`
  obtain ⟨a, y, hx, hy, ha⟩ : ∃ (a : ℝ) (y : E), x = a • t + y ∧ ⟪φ, y⟫ = 0 ∧
      a ^ 2 ≤ ‖x‖ ^ 2 := by
    refine ⟨⟪φ, x⟫, x - ⟪φ, x⟫ • t, by module, ?_, ?_⟩
    · rw [inner_sub_right, real_inner_smul_right, hφt]; ring
    · have h := abs_real_inner_le_norm φ x
      rw [hφ, one_mul] at h
      exact sq_le_sq' (by linarith [neg_abs_le ⟪φ, x⟫]) ((le_abs_self _).trans h)
  have h1 : ⟪t, A y⟫ = R * ⟪t, y⟫ + ⟪r, y⟫ := by
    rw [← hA t y, hr, inner_add_left, real_inner_smul_left]
  have h2 : ⟪y, A t⟫ = R * ⟪t, y⟫ + ⟪r, y⟫ := by
    rw [← h1, ← hA t y, real_inner_comm]
  have h3 : ⟪t, A t⟫ = R * ⟪t, t⟫ := by
    rw [hr, inner_add_right, real_inner_smul_right, htr, add_zero]
  have hE : ⟪x, A x⟫ - R * ⟪x, x⟫ = 2 * a * ⟪r, y⟫ + (⟪y, A y⟫ - R * ⟪y, y⟫) := by
    rw [hx, map_add, map_smul]
    simp only [inner_add_left, inner_add_right, real_inner_smul_left, real_inner_smul_right]
    rw [h1, h2, h3, real_inner_comm t y]
    ring
  rw [real_inner_self_eq_norm_sq, real_inner_self_eq_norm_sq] at hE
  -- complete the square
  have h0 : 0 ≤ a ^ 2 * ‖r‖ ^ 2 + 2 * a * κ * ⟪r, y⟫ + κ ^ 2 * ‖y‖ ^ 2 := by
    have h := sq_nonneg ‖a • r + κ • y‖
    rw [norm_add_sq_real, real_inner_smul_left, real_inner_smul_right, norm_smul, norm_smul,
      mul_pow, mul_pow, Real.norm_eq_abs, Real.norm_eq_abs, sq_abs, sq_abs] at h
    linarith
  have hc : 0 ≤ ‖r‖ ^ 2 / κ := by positivity
  have hcκ : ‖r‖ ^ 2 / κ * κ = ‖r‖ ^ 2 := div_mul_cancel₀ _ hκ.ne'
  have h4 : 0 ≤ ‖r‖ ^ 2 / κ * a ^ 2 + 2 * a * ⟪r, y⟫ + κ * ‖y‖ ^ 2 := by
    refine le_of_mul_le_mul_left ?_ hκ
    linear_combination h0 - a ^ 2 * hcκ
  linarith [mul_le_mul_of_nonneg_left ha hc, hgap y hy]
```

## (d) An explicit quartic bound

Suppose $\langle y,Hy\rangle\ge(E_0+g)\|y\|^2$ for $y\perp\varphi$, with $g>0$, and $|\langle y,Vy\rangle|\le v\|y\|^2$ for all $y$. Let $|s|\le1$ and $|s|(v+|e|+\|w\|)\le g/2$. Show that $\varphi+s\chi$ lies above any nonzero state in mean energy by at most $2\|w\|^2s^4/g$.

Put $t=\varphi+s\chi$ and $q=\langle t,w\rangle/\|t\|^2$. By (b),
$$(H+sV)t=Rt+s^2(w-qt),\qquad R=E_0+se+s^2q.$$
The remainder is orthogonal to $t$, so $R$ is the mean energy. In general $E_0+se$ is not the mean energy: it misses $s^2q$, whose leading term is the second-order energy $s^2\langle\varphi,V\chi\rangle$.

Since $\langle\varphi,t\rangle=1$, we have $\|t\|\ge1$. From $\|w-qt\|^2=\|w\|^2-q^2\|t\|^2$ follow $\|w-qt\|\le\|w\|$ and $|q|\le\|w\|$. With $s^2\le|s|$, the gap above $R$ on $\varphi^\perp$ is at least $g-|s|(v+|e|+\|w\|)\ge g/2$. Apply (c) with $\kappa=g/2$ and $r=s^2(w-qt)$.

```lean
/-- Let `χ` be the first-order response of `φ` to `V` (`IsResponse`) and `e = ⟨φ, V φ⟩`. If `H` has
a gap `g > 0` above `E₀` on the complement of `φ`, `V` is bounded by `v` in mean value, `|s| ≤ 1`
and `|s| (v + |e| + ‖(V - e) χ‖) ≤ g / 2`, then `φ + s χ` lies above any nonzero state in energy by
at most `2 ‖(V - e) χ‖² s⁴ / g`. -/
theorem quartic_of_gap (h : IsResponse H V φ χ E₀) {g v s : ℝ} (hg : 0 < g)
    (hgap : ∀ y, ⟪φ, y⟫ = 0 → (E₀ + g) * ‖y‖ ^ 2 ≤ ⟪y, H y⟫)
    (hV : ∀ y, |⟪y, V y⟫| ≤ v * ‖y‖ ^ 2) (hs1 : |s| ≤ 1)
    (hs : |s| * (v + |⟪φ, V φ⟫| + ‖source V φ χ‖) ≤ g / 2) {x : E} (hx : x ≠ 0) :
    rayleigh (H + s • V) (φ + s • χ) - rayleigh (H + s • V) x ≤
      2 * ‖source V φ χ‖ ^ 2 / g * s ^ 4 := by
  have hφt : ⟪φ, φ + s • χ⟫ = 1 := by
    rw [inner_add_right, real_inner_smul_right, h.orth, real_inner_self_eq_norm_sq, h.unit]
    norm_num
  have hAt := residual h s
  generalize φ + s • χ = t at *
  generalize source V φ χ = w at *
  have ht1 : 1 ≤ ‖t‖ ^ 2 := by
    have h1 := real_inner_le_norm φ t
    rw [hφt, h.unit, one_mul] at h1
    nlinarith
  have hne : ‖t‖ ^ 2 ≠ 0 := (lt_of_lt_of_le one_pos ht1).ne'
  -- remove from the residual its component along the trial state
  obtain ⟨q, hq⟩ : ∃ q : ℝ, q * ‖t‖ ^ 2 = ⟪t, w⟫ := ⟨_, div_mul_cancel₀ _ hne⟩
  have hr0 : ‖w - q • t‖ ^ 2 = ‖w‖ ^ 2 - q ^ 2 * ‖t‖ ^ 2 := by
    rw [norm_sub_sq_real, real_inner_smul_right, norm_smul, mul_pow, Real.norm_eq_abs, sq_abs,
      real_inner_comm t w, ← hq]
    ring
  have hqw : q ≤ ‖w‖ := by
    have h1 : q ^ 2 ≤ ‖w‖ ^ 2 := by
      nlinarith [sq_nonneg ‖w - q • t‖, mul_le_mul_of_nonneg_left ht1 (sq_nonneg q)]
    exact (le_abs_self q).trans (abs_le_of_sq_le_sq h1 (norm_nonneg _))
  have htr : ⟪t, w - q • t⟫ = 0 := by
    rw [inner_sub_right, real_inner_smul_right, real_inner_self_eq_norm_sq, hq, sub_self]
  obtain ⟨R, hR⟩ : ∃ R, R = E₀ + s * ⟪φ, V φ⟫ + s ^ 2 * q := ⟨_, rfl⟩
  have hAR : (H + s • V) t = R • t + s ^ 2 • (w - q • t) := by rw [hAt, hR]; module
  have hray : rayleigh (H + s • V) t = R := by
    rw [rayleigh, hAR, inner_add_right, real_inner_smul_right, real_inner_smul_right, htr,
      mul_zero, add_zero, real_inner_self_eq_norm_sq, mul_div_assoc, div_self hne, mul_one]
  -- half of the gap survives the perturbation
  have hcoef : R + |s| * v + g / 2 ≤ E₀ + g := by
    have h1 : s * ⟪φ, V φ⟫ ≤ |s| * |⟪φ, V φ⟫| := (le_abs_self _).trans_eq (abs_mul _ _)
    have h2 : s ^ 2 ≤ |s| := by rw [← sq_abs]; nlinarith [abs_nonneg s]
    have h3 := mul_le_mul_of_nonneg_left hqw (sq_nonneg s)
    have h4 := mul_le_mul_of_nonneg_right h2 (norm_nonneg w)
    linarith
  have hgapA : ∀ y, ⟪φ, y⟫ = 0 →
      g / 2 * ‖y‖ ^ 2 ≤ ⟪y, (H + s • V) y⟫ - R * ‖y‖ ^ 2 := by
    intro y hy
    rw [LinearMap.add_apply, LinearMap.smul_apply, inner_add_right, real_inner_smul_right]
    have h1 := mul_le_mul_of_nonneg_left (hV y) (abs_nonneg s)
    rw [← abs_mul] at h1
    linarith [neg_abs_le (s * ⟪y, V y⟫), hgap y hy,
      mul_le_mul_of_nonneg_right hcoef (sq_nonneg ‖y‖)]
  have hb := residual_bound (perturbed_symm h s) h.unit hφt hAR
    (by rw [real_inner_smul_right, htr, mul_zero]) (half_pos hg) hgapA x
  have hx2 : 0 < ‖x‖ ^ 2 := pow_pos (norm_pos_iff.mpr hx) 2
  have hlow := (le_div_iff₀ hx2).mpr hb
  have hrn : ‖s ^ 2 • (w - q • t)‖ ^ 2 ≤ s ^ 4 * ‖w‖ ^ 2 := by
    rw [norm_smul, mul_pow, Real.norm_eq_abs, sq_abs, hr0, show (s ^ 2) ^ 2 = s ^ 4 by ring]
    exact mul_le_mul_of_nonneg_left
      (by linarith [mul_nonneg (sq_nonneg q) (sq_nonneg ‖t‖)]) (by positivity)
  have hfin := div_le_div_of_nonneg_right hrn (half_pos hg).le
  have he : s ^ 4 * ‖w‖ ^ 2 / (g / 2) = 2 * ‖w‖ ^ 2 / g * s ^ 4 := by field_simp
  rw [hray, rayleigh]
  linarith
```

## (e) A uniform gap

In finite dimension, let $\langle y,Hy\rangle>E_0\|y\|^2$ for every nonzero $y\perp\varphi$; this is `hground`, the nondegeneracy of the ground state. Find $g>0$ with $\langle y,Hy\rangle\ge(E_0+g)\|y\|^2$ on $\varphi^\perp$.

The unit sphere in $\varphi^\perp$ is compact, so $\langle u,Hu\rangle$ attains a minimum $m>E_0$ there. Take $g=m-E_0$ and rescale. If $\varphi^\perp=\{0\}$, take $g=1$.

```lean
/-- In finite dimension, if all nonzero states orthogonal to `φ` have mean energy above `E₀`,
they lie above it by a common gap. -/
theorem exists_gap [FiniteDimensional ℝ E]
    (hground : ∀ y, ⟪φ, y⟫ = 0 → y ≠ 0 → E₀ * ‖y‖ ^ 2 < ⟪y, H y⟫) :
    ∃ g > 0, ∀ y, ⟪φ, y⟫ = 0 → (E₀ + g) * ‖y‖ ^ 2 ≤ ⟪y, H y⟫ := by
  have hS : IsCompact (Metric.sphere (0 : E) 1 ∩ {y | ⟪φ, y⟫ = 0}) :=
    (isCompact_sphere 0 1).inter_right
      (isClosed_eq (continuous_const.inner continuous_id) continuous_const)
  have hc : Continuous fun y => ⟪y, H y⟫ :=
    continuous_id.inner H.continuous_of_finiteDimensional
  obtain ⟨g, hg, hmin⟩ : ∃ g > 0, ∀ u ∈ Metric.sphere (0 : E) 1 ∩ {y | ⟪φ, y⟫ = 0},
      E₀ + g ≤ ⟪u, H u⟫ := by
    rcases Set.eq_empty_or_nonempty (Metric.sphere (0 : E) 1 ∩ {y | ⟪φ, y⟫ = 0}) with h0 | hne
    · exact ⟨1, one_pos, fun u hu => by simp [h0] at hu⟩
    · obtain ⟨u, hu, hm⟩ := hS.exists_isMinOn hne hc.continuousOn
      have hu1 : ‖u‖ = 1 := mem_sphere_zero_iff_norm.mp hu.1
      have h1 := hground u hu.2 (norm_pos_iff.mp (by rw [hu1]; exact one_pos))
      rw [hu1] at h1
      refine ⟨⟪u, H u⟫ - E₀, by linarith, fun z hz => ?_⟩
      have h2 : ⟪u, H u⟫ ≤ ⟪z, H z⟫ := hm hz
      linarith
  refine ⟨g, hg, fun y hy => ?_⟩
  by_cases hy0 : y = 0
  · simp [hy0]
  have hn : ‖y‖ ≠ 0 := norm_ne_zero_iff.mpr hy0
  -- rescale to the unit sphere
  have h1 := hmin (‖y‖⁻¹ • y) ⟨by simp [norm_smul, hn], by
    change ⟪φ, ‖y‖⁻¹ • y⟫ = 0
    rw [real_inner_smul_right, hy, mul_zero]⟩
  rw [map_smul, real_inner_smul_left, real_inner_smul_right] at h1
  calc (E₀ + g) * ‖y‖ ^ 2 ≤ ‖y‖⁻¹ * (‖y‖⁻¹ * ⟪y, H y⟫) * ‖y‖ ^ 2 :=
        mul_le_mul_of_nonneg_right h1 (sq_nonneg _)
    _ = ⟪y, H y⟫ := by field_simp
```

## (f) The variational principle

For symmetric $A$ in finite dimension with lowest eigenvalue $\mu$, show that $\mu\le\langle x,Ax\rangle/\|x\|^2$ for $x\ne0$.

In an orthonormal eigenbasis $u_i$ with eigenvalues $\lambda_i$,
$$\langle x,Ax\rangle=\sum_i\lambda_i\langle u_i,x\rangle^2\ge\mu\|x\|^2.$$

```lean
/-- Variational principle: the lowest eigenvalue of a symmetric operator in finite dimension is
at most the Rayleigh quotient of any nonzero state. -/
theorem lowest_le_rayleigh [FiniteDimensional ℝ E] (hA : A.IsSymmetric) {μ : ℝ}
    (hμ : IsLeast {m : ℝ | Module.End.HasEigenvalue A m} μ) {x : E} (hx : x ≠ 0) :
    μ ≤ rayleigh A x := by
  rw [rayleigh, le_div_iff₀ (pow_pos (norm_pos_iff.mpr hx) 2), ← real_inner_self_eq_norm_sq,
    ← (hA.eigenvectorBasis rfl).sum_inner_mul_inner x x,
    ← (hA.eigenvectorBasis rfl).sum_inner_mul_inner x (A x), Finset.mul_sum]
  refine Finset.sum_le_sum fun i _ => ?_
  have hle : μ ≤ hA.eigenvalues rfl i := hμ.2 (hA.hasEigenvalue_eigenvalues rfl i)
  have hb : A (hA.eigenvectorBasis rfl i) =
      hA.eigenvalues rfl i • hA.eigenvectorBasis rfl i := hA.apply_eigenvectorBasis rfl i
  rw [← hA _ x, hb, real_inner_smul_left, real_inner_comm (hA.eigenvectorBasis rfl i) x]
  nlinarith [mul_le_mul_of_nonneg_right hle (mul_self_nonneg ⟪hA.eigenvectorBasis rfl i, x⟫)]
```

## (g) The error as the field vanishes

Let $\mu(s)$ be the least eigenvalue of $H+sV$ (`IsLeast` in `hμ`) and $R(s)$ the mean energy of $\varphi+s\chi$. Under `hground`, in finite dimension, show that $\mu(s)\le R(s)$ for all $s$ and $R(s)-\mu(s)=O(s^4)$ as $s\to0$.

The trial state is nonzero because its overlap with $\varphi$ is 1, so (f) gives the first claim. For the second, take $g$ from (e) and $v=\|V\|$. The conditions in (d) hold near $s=0$; let $x$ there be an eigenvector for $\mu(s)$.

When $H$ and $V$ are fixed matrices in a finite many-electron basis, as in full configuration interaction, and $\chi$ is exact, the mean energy of $\varphi+s\chi$ thus agrees with the re-solved ground energy through third order in the field.

```lean
/-- For a nondegenerate ground state `φ` with first-order response `χ`, in finite dimension, the
Rayleigh quotient of `φ + s χ` in `H + s V` is never below the lowest eigenvalue `μ s` and
exceeds it by only `O(s⁴)` as `s → 0`. -/
theorem energy_error_quartic [FiniteDimensional ℝ E] (h : IsResponse H V φ χ E₀)
    (hground : ∀ y, ⟪φ, y⟫ = 0 → y ≠ 0 → E₀ * ‖y‖ ^ 2 < ⟪y, H y⟫) {μ : ℝ → ℝ}
    (hμ : ∀ s, IsLeast {m : ℝ | Module.End.HasEigenvalue (H + s • V) m} (μ s)) :
    (∀ s, μ s ≤ rayleigh (H + s • V) (φ + s • χ)) ∧
      (fun s => rayleigh (H + s • V) (φ + s • χ) - μ s) =O[𝓝 0] fun s => s ^ 4 := by
  have hlow : ∀ s, μ s ≤ rayleigh (H + s • V) (φ + s • χ) := by
    refine fun s => lowest_le_rayleigh (perturbed_symm h s) (hμ s) fun h0 => ?_
    have h1 : ⟪φ, φ + s • χ⟫ = 1 := by
      rw [inner_add_right, real_inner_smul_right, h.orth, real_inner_self_eq_norm_sq, h.unit]
      norm_num
    rw [h0, inner_zero_right] at h1
    exact zero_ne_one h1
  refine ⟨hlow, ?_⟩
  obtain ⟨g, hg, hgap⟩ := exists_gap hground
  have hV : ∀ y, |⟪y, V y⟫| ≤ ‖LinearMap.toContinuousLinearMap V‖ * ‖y‖ ^ 2 := by
    intro y
    have h1 : ‖V y‖ ≤ ‖LinearMap.toContinuousLinearMap V‖ * ‖y‖ :=
      (LinearMap.toContinuousLinearMap V).le_opNorm y
    nlinarith [abs_real_inner_le_norm y (V y), mul_le_mul_of_nonneg_left h1 (norm_nonneg y)]
  have small : ∀ M c : ℝ, 0 < c → ∀ᶠ s : ℝ in 𝓝 0, |s| * M ≤ c := by
    intro M c hc
    have ht : Tendsto (fun s : ℝ => |s| * M) (𝓝 0) (𝓝 0) :=
      (continuous_abs.mul continuous_const).tendsto' 0 0 (by simp)
    exact ht.eventually_le_const hc
  refine IsBigO.of_bound (2 * ‖source V φ χ‖ ^ 2 / g) ?_
  filter_upwards [small 1 1 one_pos, small _ _ (half_pos hg)] with s hs1 hs
  -- compare with an eigenvector of the lowest eigenvalue
  have hm : Module.End.HasEigenvalue (H + s • V) (μ s) := (hμ s).1
  obtain ⟨x, hx⟩ := hm.exists_hasEigenvector
  have hAx : (H + s • V) x = μ s • x := hx.apply_eq_smul
  have hr : rayleigh (H + s • V) x = μ s := by
    rw [rayleigh, hAx, real_inner_smul_right, real_inner_self_eq_norm_sq, mul_div_assoc,
      div_self (pow_ne_zero 2 (norm_ne_zero_iff.mpr hx.2)), mul_one]
  have hq := quartic_of_gap h hg hgap hV (by simpa using hs1) hs hx.2
  rw [hr] at hq
  rw [Real.norm_of_nonneg (sub_nonneg.mpr (hlow s)), Real.norm_of_nonneg (by positivity)]
  exact hq
```

## (h) Two-level components

The test case uses real $2\times2$ matrices, with components numbered 0 and 1.

```lean
/-- The two-level operator with symmetric matrix `(a, b; b, d)`. -/
noncomputable def twoLevel (a b d : ℝ) :
    EuclideanSpace ℝ (Fin 2) →ₗ[ℝ] EuclideanSpace ℝ (Fin 2) where
  toFun x := !₂[a * x 0 + b * x 1, b * x 0 + d * x 1]
  map_add' x y := by ext i; fin_cases i <;> simp <;> ring
  map_smul' c x := by ext i; fin_cases i <;> simp <;> ring
```

Show that $\langle x,y\rangle=x_0y_0+x_1y_1$.

This is the Euclidean inner product with its sum written out.

```lean
/-- The inner product of two-level states in components. -/
theorem inner_two (x y : EuclideanSpace ℝ (Fin 2)) : ⟪x, y⟫ = x 0 * y 0 + x 1 * y 1 := by
  simp [PiLp.inner_apply, Fin.sum_univ_two, mul_comm]
```

## (i) A model that meets the assumptions

Check `IsResponse` and `hground` for
$$H=\begin{pmatrix}0&0\\0&1\end{pmatrix},\quad V=\begin{pmatrix}0&1\\1&1\end{pmatrix},\quad\varphi=(1,0),\quad\chi=(0,-1),\quad E_0=0.$$

Both matrices are symmetric, $\varphi$ is a unit vector orthogonal to $\chi$, and $H\varphi=0$. Here $e=0$ and $H\chi=(0,-1)=-V\varphi$. A nonzero $y\perp\varphi$ is $(0,y_1)$, with $\langle y,Hy\rangle=y_1^2>0$.

```lean
/-- The two-level model `H = (0, 0; 0, 1)`, `V = (0, 1; 1, 1)` with `φ = (1, 0)`, `χ = (0, -1)`
and `E₀ = 0` satisfies the response equations, and `φ` is its nondegenerate ground state. -/
theorem twoLevel_witness :
    IsResponse (twoLevel 0 0 1) (twoLevel 0 1 1) !₂[1, 0] !₂[0, -1] 0 ∧
      ∀ y, ⟪!₂[(1 : ℝ), 0], y⟫ = 0 → y ≠ 0 → 0 * ‖y‖ ^ 2 < ⟪y, twoLevel 0 0 1 y⟫ := by
  have hsymm : ∀ a b d, (twoLevel a b d).IsSymmetric := by
    intro a b d x y
    rw [inner_two, inner_two]
    change (a * x 0 + b * x 1) * y 0 + (b * x 0 + d * x 1) * y 1 =
      x 0 * (a * y 0 + b * y 1) + x 1 * (b * y 0 + d * y 1)
    ring
  refine ⟨⟨hsymm _ _ _, hsymm _ _ _, ?_, ?_, ?_, ?_⟩, fun y hy hne => ?_⟩
  · simp [EuclideanSpace.norm_eq, Fin.sum_univ_two]
  · ext i; fin_cases i <;> simp [twoLevel]
  · simp [inner_two]
  · ext i; fin_cases i <;> simp [twoLevel, inner_two]
  · have h0 : y 0 = 0 := by simpa [inner_two] using hy
    have h1 : y 1 ≠ 0 := by
      intro h1
      apply hne
      ext i
      fin_cases i
      · simpa using h0
      · simpa using h1
    have h2 : ⟪y, twoLevel 0 0 1 y⟫ = y 1 ^ 2 := by
      rw [inner_two]
      change y 0 * (0 * y 0 + 0 * y 1) + y 1 * (0 * y 0 + 1 * y 1) = y 1 ^ 2
      ring
    rw [h2, zero_mul]
    positivity
```

## (j) The fourth power is attained

For this model and $0<s\le1/2$, show that $R(s)-\mu(s)\ge s^4/2$.

The state $(1,c)$ has mean energy $F(c)=\dfrac{2sc+(1+s)c^2}{1+c^2}$. The trial state has $c=-s$; compare it with $c=-s+s^2$. By (f), $\mu(s)\le F(-s+s^2)$, so
$$R(s)-\mu(s)\ge F(-s)-F(-s+s^2)=\frac{s^4(1-s)(1+2s)}{(1+s^2)(1+(s-s^2)^2)}.$$
Here $(1-s)(1+2s)=1+s(1-2s)\ge1$, and each factor below is at most $5/4$, so the denominator is below 2.

```lean
/-- In the two-level model of `twoLevel_witness`, the mean energy of `φ + s χ` exceeds the lowest
eigenvalue `μ` of `H + s V` by at least `s⁴ / 2` for `0 < s ≤ 1/2`. -/
theorem quartic_sharp {s μ : ℝ} (hs : 0 < s) (hs2 : s ≤ 1 / 2)
    (hμ : IsLeast {m : ℝ | Module.End.HasEigenvalue (twoLevel 0 0 1 + s • twoLevel 0 1 1) m} μ) :
    s ^ 4 / 2 ≤
      rayleigh (twoLevel 0 0 1 + s • twoLevel 0 1 1) (!₂[1, 0] + s • !₂[0, -1]) - μ := by
  have hray : ∀ c : ℝ, rayleigh (twoLevel 0 0 1 + s • twoLevel 0 1 1) !₂[1, c] =
      (2 * s * c + (1 + s) * c ^ 2) / (1 + c ^ 2) := by
    intro c
    rw [rayleigh, ← real_inner_self_eq_norm_sq, inner_two, inner_two]
    congr 1 <;> simp [twoLevel] <;> ring
  have ht : !₂[(1 : ℝ), 0] + s • !₂[(0 : ℝ), -1] = !₂[1, -s] := by
    ext i; fin_cases i <;> simp
  -- a second-order correction lowers the energy at order four
  have hx : !₂[(1 : ℝ), -s + s ^ 2] ≠ 0 := by
    intro h0
    have h1 := congrArg (fun z : EuclideanSpace ℝ (Fin 2) => z 0) h0
    simp at h1
  have hle := lowest_le_rayleigh (perturbed_symm twoLevel_witness.1 s) hμ hx
  rw [hray] at hle
  rw [ht, hray]
  have hd : (2 * s * -s + (1 + s) * (-s) ^ 2) / (1 + (-s) ^ 2) -
      (2 * s * (-s + s ^ 2) + (1 + s) * (-s + s ^ 2) ^ 2) / (1 + (-s + s ^ 2) ^ 2) =
      s ^ 4 * ((1 - s) * (1 + 2 * s)) / ((1 + (-s) ^ 2) * (1 + (-s + s ^ 2) ^ 2)) := by
    rw [div_sub_div _ _ (by positivity) (by positivity)]
    congr 1
    ring
  have hD : (1 + (-s) ^ 2) * (1 + (-s + s ^ 2) ^ 2) ≤ 2 := by
    have h1 : 1 + (-s) ^ 2 ≤ 5 / 4 := by nlinarith
    have h2 : 1 + (-s + s ^ 2) ^ 2 ≤ 5 / 4 := by
      have h3 := pow_le_pow_left₀ (show 0 ≤ s - s ^ 2 by nlinarith)
        (show s - s ^ 2 ≤ 1 / 2 by nlinarith) 2
      linarith
    linarith [mul_le_mul h1 h2 (by positivity) (by norm_num)]
  have hN : 1 ≤ (1 - s) * (1 + 2 * s) := by nlinarith
  have hmain : s ^ 4 / 2 ≤
      s ^ 4 * ((1 - s) * (1 + 2 * s)) / ((1 + (-s) ^ 2) * (1 + (-s + s ^ 2) ^ 2)) := by
    rw [le_div_iff₀ (by positivity)]
    have h4 : 0 ≤ s ^ 4 := by positivity
    linarith [mul_le_mul_of_nonneg_left hD h4, mul_le_mul_of_nonneg_left hN h4]
  linarith

end FirstOrderResponseEnergy
```

```lean
#print axioms FirstOrderResponseEnergy.energy_error_quartic
-- 'FirstOrderResponseEnergy.energy_error_quartic' depends on axioms: [propext, Classical.choice, Quot.sound]
#print axioms FirstOrderResponseEnergy.quartic_sharp
-- 'FirstOrderResponseEnergy.quartic_sharp' depends on axioms: [propext, Classical.choice, Quot.sound]
```
